# At positive temperature, alternating mean-field updates never raise the variational free energy of a product law on two finite classical subsystems

A trial law is taken here to be any nonnegative function with sum one on a finite set, so a law may give some states probability zero. The mean-field law of a subsystem therefore competes with every distribution on that subsystem, including one concentrated on a single state. The entropy term then needs a value for 0 ln 0. Lean sets `Real.log 0` to 0, so the product is 0, which is the usual physical convention.

## Laws, energies and updates

```lean
import Mathlib

open Filter Topology

namespace MeanFieldDescent

noncomputable section

variable {S X Y : Type*} [Fintype S] [Fintype X] [Fintype Y]
```

`S`, `X` and `Y` are finite sets of states. `S` stands for any state space, while `X` and `Y` belong to two coupled classical subsystems.

```lean
/-- A probability law on a finite state space. -/
def IsLaw (q : S → ℝ) : Prop := (∀ s, 0 ≤ q s) ∧ ∑ s, q s = 1
```

`IsLaw q` is a statement about a function q from states to real numbers: q(s) ≥ 0 for every s, and Σ_s q(s) = 1.

```lean
/-- The partition function of the energy `V` at inverse temperature `β`. -/
def partitionSum (β : ℝ) (V : S → ℝ) : ℝ := ∑ s, Real.exp (-β * V s)
```

This is the partition function of an energy V,

Z = Σ_s exp(-β V(s)).

The parameter β stands for 1/(k_B T). The definition accepts any real β; the theorems that need a positive temperature assume `0 < β`.

```lean
/-- The Gibbs law, proportional to `exp (-β V)`. -/
def gibbs (β : ℝ) (V : S → ℝ) (s : S) : ℝ := Real.exp (-β * V s) / partitionSum β V
```

The Gibbs law is g(s) = exp(-β V(s)) / Z.

```lean
/-- The variational free energy `⟨V⟩ + (1/β) ⟨ln q⟩` of a trial law `q`. -/
def freeEnergy (β : ℝ) (V q : S → ℝ) : ℝ :=
  ∑ s, q s * V s + (1 / β) * ∑ s, q s * Real.log (q s)
```

The free energy of a trial law q in the energy V is

F_V[q] = Σ_s q(s) V(s) + (1/β) Σ_s q(s) ln q(s),

that is, mean energy minus temperature times entropy. In Lean the first sum ends before the plus sign.

```lean
/-- The sum `∑ q ln (q / g)`. For laws `q` and `g` with `g` positive wherever `q` is, this is the
relative entropy of `q` with respect to `g`. -/
def relEntropy (q g : S → ℝ) : ℝ := ∑ s, q s * Real.log (q s / g s)
```

The relative entropy is D(q‖g) = Σ_s q(s) ln(q(s)/g(s)), provided g(s) > 0 wherever q(s) > 0. Without that condition the usual value is +∞, while the Lean sum stays finite because Lean sets q(s)/0 and ln 0 to 0. The theorems below use it only with a g that is positive everywhere.

```lean
/-- The variational free energy of the product trial law `q₁ q₂` for the energy `U`. -/
def productFreeEnergy (β : ℝ) (U : X → Y → ℝ) (q₁ : X → ℝ) (q₂ : Y → ℝ) : ℝ :=
  freeEnergy β (fun p : X × Y => U p.1 p.2) (fun p => q₁ p.1 * q₂ p.2)
```

A joint state is a pair `p` with components `p.1` and `p.2`. The product free energy F(q₁,q₂) is the previous free energy on X × Y, with energy U(x,y) and trial law q₁(x) q₂(y).

```lean
/-- The energy felt by the first subsystem, averaged over the law of the second. -/
def meanField (U : X → Y → ℝ) (q₂ : Y → ℝ) (x : X) : ℝ := ∑ y, q₂ y * U x y
```

The first subsystem feels the averaged energy

M(x) = Σ_y q₂(y) U(x,y).

```lean
/-- One alternating sweep: update the first law, then the second with the new first law. -/
def sweep (β : ℝ) (U : X → Y → ℝ) (p : (X → ℝ) × (Y → ℝ)) : (X → ℝ) × (Y → ℝ) :=
  (gibbs β (meanField U p.2),
    gibbs β (meanField (fun y x => U x y) (gibbs β (meanField U p.2))))
```

A sweep takes a pair of laws (q₁,q₂) to (q₁′,q₂′), where

q₁′(x) ∝ exp(-β Σ_y q₂(y) U(x,y)),
q₂′(y) ∝ exp(-β Σ_x q₁′(x) U(x,y)).

The second update uses the new first law. The expression `fun y x => U x y` is the same energy with the subsystems exchanged.

## The Gibbs law as unique minimizer

```lean
lemma partitionSum_pos [Nonempty S] (β : ℝ) (V : S → ℝ) : 0 < partitionSum β V :=
  Finset.sum_pos (fun _ _ => Real.exp_pos _) Finset.univ_nonempty
```

Z is a sum of positive exponentials over a nonempty set, so Z > 0.

```lean
lemma gibbs_pos [Nonempty S] (β : ℝ) (V : S → ℝ) (s : S) : 0 < gibbs β V s :=
  div_pos (Real.exp_pos _) (partitionSum_pos β V)
```

Hence g(s) > 0 for every state.

```lean
lemma gibbs_isLaw [Nonempty S] (β : ℝ) (V : S → ℝ) : IsLaw (gibbs β V) := by
  refine ⟨fun s => (gibbs_pos β V s).le, ?_⟩
  simp only [gibbs, ← Finset.sum_div]
  exact div_self (partitionSum_pos β V).ne'
```

The weights g(s) sum to Z/Z = 1, so g is a law.

```lean
/-- The relative entropy between two different laws is strictly positive when the
reference law vanishes nowhere. -/
theorem relEntropy_pos {q g : S → ℝ} (hq : IsLaw q) (hg : IsLaw g)
    (hpos : ∀ s, 0 < g s) (hne : q ≠ g) : 0 < relEntropy q g := by
  -- the tangent-line inequality for the logarithm, state by state
  have key : ∀ a b : ℝ, 0 ≤ a → 0 < b → a ≠ b → a - b < a * Real.log (a / b) := by
    intro a b ha hb hab
    rcases ha.eq_or_lt with h0 | ha'
    · rw [← h0]
      simpa using hb
    · have h1 : b / a ≠ 1 := fun h => hab ((div_eq_one_iff_eq ha'.ne').1 h).symm
      have h := mul_lt_mul_of_pos_left
        (Real.log_lt_sub_one_of_pos (div_pos hb ha') h1) ha'
      have h2 : Real.log (a / b) = -Real.log (b / a) := by rw [← Real.log_inv, inv_div]
      have h3 : a * (b / a - 1) = b - a := by
        rw [mul_sub, mul_div_cancel₀ b ha'.ne', mul_one]
      rw [h2]
      linarith
  obtain ⟨s, hs⟩ := Function.ne_iff.1 hne
  have h : ∑ s, (q s - g s) < relEntropy q g := by
    refine Finset.sum_lt_sum (fun t _ => ?_)
      ⟨s, Finset.mem_univ s, key _ _ (hq.1 s) (hpos s) hs⟩
    by_cases ht : q t = g t
    · rw [ht, div_self (hpos t).ne', Real.log_one, mul_zero, sub_self]
    · exact (key _ _ (hq.1 t) (hpos t) ht).le
  rwa [Finset.sum_sub_distrib, hq.2, hg.2, sub_self] at h
```

If q and g are different laws and g is positive everywhere, then D(q‖g) > 0. By hand, start from ln t < t - 1 for positive t ≠ 1. For a, b > 0 with a ≠ b, put t = b/a:

a ln(a/b) = -a ln(b/a) > -a (b/a - 1) = a - b.

For a = 0 and b > 0 the left side is 0 and the right side is -b, so the inequality still holds. This is the step called `key`. Where q(s) = g(s), both sides vanish. Summing over states gives

D(q‖g) > Σ_s (q(s) - g(s)) = 1 - 1 = 0.

The sum is strict because q and g differ in at least one state; `Finset.sum_lt_sum` asks for exactly this, ≤ in every term and < in one.

```lean
/-- The variational free energy is `-(1/β) ln Z` plus `1/β` times the relative entropy
of the trial law with respect to the Gibbs law. -/
theorem freeEnergy_eq [Nonempty S] {β : ℝ} (hβ : 0 < β) (V : S → ℝ) {q : S → ℝ}
    (hq : IsLaw q) : freeEnergy β V q =
      -(1 / β) * Real.log (partitionSum β V) + (1 / β) * relEntropy q (gibbs β V) := by
  have h : ∀ s, q s * Real.log (q s / gibbs β V s) =
      q s * Real.log (q s) + β * (q s * V s) + q s * Real.log (partitionSum β V) := by
    intro s
    by_cases h0 : q s = 0
    · simp [h0]
    · rw [Real.log_div h0 (gibbs_pos β V s).ne', gibbs,
        Real.log_div (Real.exp_ne_zero _) (partitionSum_pos β V).ne', Real.log_exp]
      ring
  have hr : relEntropy q (gibbs β V) = ∑ s, q s * Real.log (q s)
      + β * ∑ s, q s * V s + Real.log (partitionSum β V) := by
    rw [relEntropy, Finset.sum_congr rfl (fun s _ => h s), Finset.sum_add_distrib,
      Finset.sum_add_distrib, ← Finset.mul_sum, ← Finset.sum_mul, hq.2, one_mul]
  have hb : 1 / β * β = 1 := one_div_mul_cancel hβ.ne'
  rw [hr, freeEnergy]
  linear_combination -(∑ s, q s * V s) * hb
```

Since ln g(s) = -β V(s) - ln Z, each term of the relative entropy is

q(s) ln(q(s)/g(s)) = q(s) ln q(s) + β q(s) V(s) + q(s) ln Z.

Both sides are 0 when q(s) = 0, which Lean treats as a separate case. Summing, with Σ_s q(s) = 1, gives

D(q‖g) = Σ_s q(s) ln q(s) + β Σ_s q(s) V(s) + ln Z.

Dividing by β and rearranging gives the theorem:

F_V[q] = -(1/β) ln Z + (1/β) D(q‖g).

The final `linear_combination` does this rearrangement, using (1/β) β = 1.

```lean
/-- The Gibbs law has free energy `-(1/β) ln Z`, and every other law has a strictly
larger one. -/
theorem gibbs_variational [Nonempty S] {β : ℝ} (hβ : 0 < β) (V : S → ℝ) :
    freeEnergy β V (gibbs β V) = -(1 / β) * Real.log (partitionSum β V) ∧
    ∀ q, IsLaw q → q ≠ gibbs β V →
      -(1 / β) * Real.log (partitionSum β V) < freeEnergy β V q := by
  constructor
  · have h0 : relEntropy (gibbs β V) (gibbs β V) = 0 :=
      Finset.sum_eq_zero fun s _ => by
        rw [div_self (gibbs_pos β V s).ne', Real.log_one, mul_zero]
    rw [freeEnergy_eq hβ V (gibbs_isLaw β V), h0, mul_zero, add_zero]
  · intro q hq hne
    rw [freeEnergy_eq hβ V hq]
    have := mul_pos (one_div_pos.2 hβ)
      (relEntropy_pos hq (gibbs_isLaw β V) (gibbs_pos β V) hne)
    linarith
```

The symbol `∧` joins two claims. For q = g every logarithm in D is ln 1 = 0, so F_V[g] = -(1/β) ln Z. For any other law D is positive, and so is D/β, so the free energy is strictly larger.

## Optimizing one factor

```lean
/-- The product free energy is the free energy of the first subsystem in the mean field
of the second, plus the entropy term of the second. -/
theorem productFreeEnergy_split (β : ℝ) (U : X → Y → ℝ) {q₁ : X → ℝ} {q₂ : Y → ℝ}
    (h₁ : IsLaw q₁) (h₂ : IsLaw q₂) : productFreeEnergy β U q₁ q₂ =
      freeEnergy β (meanField U q₂) q₁ + (1 / β) * ∑ y, q₂ y * Real.log (q₂ y) := by
  have hl : ∀ x y, q₁ x * q₂ y * Real.log (q₁ x * q₂ y) =
      q₂ y * (q₁ x * Real.log (q₁ x)) + q₁ x * (q₂ y * Real.log (q₂ y)) := by
    intro x y
    by_cases hx : q₁ x = 0
    · simp [hx]
    by_cases hy : q₂ y = 0
    · simp [hy]
    rw [Real.log_mul hx hy]
    ring
  have hE : ∑ p : X × Y, q₁ p.1 * q₂ p.2 * U p.1 p.2 = ∑ x, q₁ x * meanField U q₂ x := by
    simp only [Fintype.sum_prod_type, meanField, Finset.mul_sum, mul_assoc]
  have hS : ∑ p : X × Y, q₁ p.1 * q₂ p.2 * Real.log (q₁ p.1 * q₂ p.2) =
      ∑ x, q₁ x * Real.log (q₁ x) + ∑ y, q₂ y * Real.log (q₂ y) := by
    simp only [Fintype.sum_prod_type, hl, Finset.sum_add_distrib, ← Finset.sum_mul,
      ← Finset.mul_sum, h₁.2, h₂.2, one_mul]
  simp only [productFreeEnergy, freeEnergy]
  rw [hE, hS]
  ring
```

The energy part regroups as

Σ_{x,y} q₁(x) q₂(y) U(x,y) = Σ_x q₁(x) M(x).

For the entropy part, the logarithm of the product splits:

q₁ q₂ ln(q₁ q₂) = q₂ (q₁ ln q₁) + q₁ (q₂ ln q₂).

If either factor is zero, both sides vanish. Summing over x and y, and using that each law sums to one, leaves Σ_x q₁ ln q₁ + Σ_y q₂ ln q₂. Therefore

F(q₁,q₂) = F_M[q₁] + (1/β) Σ_y q₂(y) ln q₂(y).

In the proof, `hE` is the energy identity and `hS` the entropy identity.

```lean
lemma productFreeEnergy_swap (β : ℝ) (U : X → Y → ℝ) (q₁ : X → ℝ) (q₂ : Y → ℝ) :
    productFreeEnergy β U q₁ q₂ = productFreeEnergy β (fun y x => U x y) q₂ q₁ := by
  have h (f : X → Y → ℝ) : ∑ p : X × Y, f p.1 p.2 = ∑ p : Y × X, f p.2 p.1 := by
    simp only [Fintype.sum_prod_type]
    exact Finset.sum_comm
  simp only [productFreeEnergy, freeEnergy]
  rw [h (fun x y => q₁ x * q₂ y * U x y),
    h (fun x y => q₁ x * q₂ y * Real.log (q₁ x * q₂ y))]
  simp only [mul_comm (q₁ _) (q₂ _)]
```

Exchanging the names of the subsystems does not change F. The proof reorders the double sum, so a result about the first factor also applies to the second.

```lean
/-- For a fixed second law, the Gibbs law in its mean field is a probability law and the
unique minimizer of the product free energy over all first laws. -/
theorem meanField_unique_minimizer [Nonempty X] {β : ℝ} (hβ : 0 < β) (U : X → Y → ℝ)
    {q₂ : Y → ℝ} (h₂ : IsLaw q₂) :
    IsLaw (gibbs β (meanField U q₂)) ∧
    ∀ q₁, IsLaw q₁ → q₁ ≠ gibbs β (meanField U q₂) →
      productFreeEnergy β U (gibbs β (meanField U q₂)) q₂ < productFreeEnergy β U q₁ q₂ := by
  refine ⟨gibbs_isLaw _ _, fun q₁ h₁ hne => ?_⟩
  rw [productFreeEnergy_split β U (gibbs_isLaw _ _) h₂, productFreeEnergy_split β U h₁ h₂]
  have h := gibbs_variational hβ (meanField U q₂)
  linarith [h.1, h.2 q₁ h₁ hne]
```

Fix a law q₂ and let q₁* be the Gibbs law in M. The theorem says that q₁* is a law and that every other law q₁ has a strictly larger F. The last term of the splitting does not involve q₁ and cancels in the difference:

F(q₁,q₂) - F(q₁*,q₂) = (1/β) D(q₁‖q₁*) > 0.

The Lean proof applies the splitting to both sides and then uses `gibbs_variational`.

The sign of β matters. Take β = -1, two states in X, one state in Y, and U = 0. Then F(q₁,q₂) = -Σ_x q₁(x) ln q₁(x). The Gibbs formula gives q₁* = (1/2, 1/2) with F = ln 2, while q₁ = (1, 0) has F = 0. The formula now picks the maximizer, and a sweep started from q₁ = (1, 0) raises F.

## Repeated sweeps

```lean
/-- An alternating sweep never increases the product free energy, and leaves it unchanged
exactly when it leaves both laws unchanged. -/
theorem sweep_descent [Nonempty X] [Nonempty Y] {β : ℝ} (hβ : 0 < β) (U : X → Y → ℝ)
    {p : (X → ℝ) × (Y → ℝ)} (h₁ : IsLaw p.1) (h₂ : IsLaw p.2) :
    productFreeEnergy β U (sweep β U p).1 (sweep β U p).2 ≤ productFreeEnergy β U p.1 p.2 ∧
    (productFreeEnergy β U (sweep β U p).1 (sweep β U p).2 = productFreeEnergy β U p.1 p.2 ↔
      sweep β U p = p) := by
  have A := (meanField_unique_minimizer hβ U h₂).2 p.1 h₁
  have B := (meanField_unique_minimizer hβ (fun y x => U x y)
    (gibbs_isLaw β (meanField U p.2))).2 p.2 h₂
  rw [← productFreeEnergy_swap β U, ← productFreeEnergy_swap β U] at B
  change p.1 ≠ (sweep β U p).1 → productFreeEnergy β U (sweep β U p).1 p.2 < _ at A
  change p.2 ≠ (sweep β U p).2 → productFreeEnergy β U (sweep β U p).1 (sweep β U p).2 <
    productFreeEnergy β U (sweep β U p).1 p.2 at B
  -- each half-step either changes nothing or strictly lowers the free energy
  by_cases ha : p.1 = (sweep β U p).1
  · by_cases hb : p.2 = (sweep β U p).2
    · have hp : sweep β U p = p := Prod.ext ha.symm hb.symm
      simp [hp]
    · have hlt := B hb
      rw [← ha] at hlt ⊢
      exact ⟨hlt.le, fun h => absurd h hlt.ne, fun h => absurd (congrArg Prod.snd h).symm hb⟩
  · have hlt : productFreeEnergy β U (sweep β U p).1 (sweep β U p).2 <
        productFreeEnergy β U p.1 p.2 := by
      by_cases hb : p.2 = (sweep β U p).2
      · rw [← hb]
        exact A ha
      · exact (B hb).trans (A ha)
    exact ⟨hlt.le, fun h => absurd h hlt.ne, fun h => absurd (congrArg Prod.fst h).symm ha⟩
```

Here `p` is the pair (q₁,q₂). Applying the minimizer theorem to each factor in turn gives

F(q₁′,q₂′) ≤ F(q₁′,q₂) ≤ F(q₁,q₂).

In the proof, `A` covers the first update and `B` the second, each with a strict inequality if that update changes its law. If either law changes, F drops strictly; if neither does, F stays the same. So F is unchanged exactly when `sweep β U p = p`, which means that each law is the Gibbs law in the mean field of the other.

For a self-consistent mean-field calculation on two finite classical subsystems, with the positive temperature and the energy U held fixed throughout, started from normalised laws and updated in turn by these formulas, this gives a practical check: a rise in F beyond rounding error signals a fault in the implementation.

```lean
/-- Along repeated sweeps the product free energy decreases monotonically and converges to
a limit no lower than the exact free energy `-(1/β) ln Z`. -/
theorem sweeps_converge [Nonempty X] [Nonempty Y] {β : ℝ} (hβ : 0 < β) (U : X → Y → ℝ)
    {p : (X → ℝ) × (Y → ℝ)} (h₁ : IsLaw p.1) (h₂ : IsLaw p.2) :
    let F : ℕ → ℝ := fun n =>
      productFreeEnergy β U ((sweep β U)^[n] p).1 ((sweep β U)^[n] p).2
    Antitone F ∧ ∃ L, -(1 / β) * Real.log (partitionSum β (fun s : X × Y => U s.1 s.2)) ≤ L ∧
      Tendsto F atTop (𝓝 L) := by
  intro F
  have hlaw : ∀ n, IsLaw ((sweep β U)^[n] p).1 ∧ IsLaw ((sweep β U)^[n] p).2 := by
    intro n
    cases n with
    | zero => exact ⟨h₁, h₂⟩
    | succ n =>
      rw [Function.iterate_succ_apply']
      exact ⟨gibbs_isLaw _ _, gibbs_isLaw _ _⟩
  have hanti : Antitone F := antitone_nat_of_succ_le fun n => by
    simp only [F, Function.iterate_succ_apply']
    exact (sweep_descent hβ U (hlaw n).1 (hlaw n).2).1
  -- the product law is a trial law on the full state space
  have hb : ∀ n, -(1 / β) * Real.log (partitionSum β (fun s : X × Y => U s.1 s.2)) ≤ F n := by
    intro n
    obtain ⟨ha, hc⟩ := hlaw n
    have hprod : IsLaw (fun s : X × Y =>
        ((sweep β U)^[n] p).1 s.1 * ((sweep β U)^[n] p).2 s.2) := by
      refine ⟨fun s => mul_nonneg (ha.1 _) (hc.1 _), ?_⟩
      simp only [Fintype.sum_prod_type, ← Finset.mul_sum, hc.2, mul_one, ha.2]
    have hG := gibbs_variational hβ (fun s : X × Y => U s.1 s.2)
    by_cases he : (fun s : X × Y => ((sweep β U)^[n] p).1 s.1 * ((sweep β U)^[n] p).2 s.2)
        = gibbs β (fun s : X × Y => U s.1 s.2)
    · simp only [F, productFreeEnergy]
      rw [he, hG.1]
    · exact (hG.2 _ hprod he).le
  refine ⟨hanti, ⨅ n, F n, le_ciInf hb, tendsto_atTop_ciInf hanti
    ⟨-(1 / β) * Real.log (partitionSum β (fun s : X × Y => U s.1 s.2)), ?_⟩⟩
  rintro _ ⟨n, rfl⟩
  exact hb n

end

end MeanFieldDescent
```

`(sweep β U)^[n] p` is the pair after n sweeps, and `F n` is its product free energy. `Antitone F` says that these values never increase with n. `Tendsto F atTop (𝓝 L)` says that they converge to L as n grows.

The lower bound comes from the full system. A product of two laws is a law on X × Y, because

Σ_{x,y} q₁(x) q₂(y) = (Σ_x q₁(x)) (Σ_y q₂(y)) = 1.

By `gibbs_variational` on X × Y, its free energy is at least the exact value:

F n ≥ -(1/β) ln Σ_{x,y} exp(-β U(x,y)).

In the proof, `hlaw` shows that every iterate consists of laws, `hanti` applies the descent theorem at each step, and `hb` is this bound. A decreasing sequence that is bounded below converges to its infimum, and the infimum inherits the bound.

The convergence concerns the values of F; whether the laws themselves settle down, and whether L is the lowest value any product law can reach, is left open by the theorem.

```lean
#print axioms MeanFieldDescent.productFreeEnergy_split
-- 'MeanFieldDescent.productFreeEnergy_split' depends on axioms: [propext, Classical.choice, Quot.sound]
#print axioms MeanFieldDescent.sweeps_converge
-- 'MeanFieldDescent.sweeps_converge' depends on axioms: [propext, Classical.choice, Quot.sound]
```
